# With a positive power of the scattered frequency in the intensities, a bare Boltzmann reading of the Raman anti-Stokes to Stokes ratio overestimates the temperature

To get a temperature from a Raman spectrum, a post-processing script can take the anti-Stokes to Stokes intensity ratio $R$ of one vibrational line, set it equal to a Boltzmann factor and solve for the temperature. For a harmonic vibration in thermal equilibrium whose two lines share all other prefactors, a positive power of the scattered frequency in the intensities makes any positive temperature that step returns too high. The error in inverse temperature has a closed form and simple bounds.

## The offset in inverse temperature

Let $v_0$ be the frequency of the exciting light and $v$ that of the vibration, with $0<v<v_0$. Let $T>0$ be the true temperature, $n>0$ the exponent of the scattered frequency, and $c>0$ the constant that converts frequency to temperature: $h/k_B$ for frequencies in hertz, or $h/k_B$ times the speed of light for wavenumbers. The ratio is

$$R=\left(\frac{v_0+v}{v_0-v}\right)^{n}e^{-cv/T}.$$

The bare Boltzmann reading is the temperature $T_a>0$ with $R=e^{-cv/T_a}$. It exists exactly when $R<1$, and then

$$\frac1T-\frac1{T_a}=\frac{n}{cv}\ln\frac{v_0+v}{v_0-v},\qquad
\frac{2n}{cv_0}<\frac1T-\frac1{T_a}<\frac{2nv_0}{c\,(v_0^2-v^2)}.$$

Hence $T_a>T$, and the error satisfies $T_a-T>2nT^2/(cv_0)$.

## Thermometry and consistency checks in a code

For non-resonant scattering from a single harmonic vibration with the Bose occupation of thermal equilibrium, the formula for $R$ shows which factor a code has to remove before it reads a temperature from a spectrum: the power of $(v_0+v)/(v_0-v)$. The exponent depends on what the spectrum records: $n=4$ for radiated power, $n=3$ for photon counts.

The same point arises when a synthetic spectrum is checked by recovering its input temperature. If the generator includes the frequency factor and the analysis omits it, the check fails even though both routines do what they were written to do: any positive temperature it recovers differs from the input by the offset above in inverse temperature.

A reading $T_a$ that has already been stored can be repaired without the spectrum:

$$T=\frac{cv\,T_a}{cv+nT_a\ln\frac{v_0+v}{v_0-v}}.$$

A routine that computes $T_a=-cv/\ln R$ should first test $R<1$. At higher ratios the formula gives no positive temperature, although the true temperature is perfectly well defined.

## From the two intensities to the bounds

Let $N=1/(e^{cv/T}-1)$ be the Bose occupation of the vibration. With a common prefactor $K\neq0$, the intensities are

$$I_{\mathrm{aS}}=K(v_0+v)^nN,\qquad I_{\mathrm S}=K(v_0-v)^n(N+1).$$

Since $N+1=e^{cv/T}/(e^{cv/T}-1)$, we have $N/(N+1)=e^{-cv/T}$. Dividing the intensities gives the stated $R$.

Write $q=(v_0+v)/(v_0-v)$, so that $q>1$. Taking logarithms gives

$$\ln R=n\ln q-\frac{cv}{T}.$$

A reading must satisfy $\ln R=-cv/T_a$, so the only candidate is $T_a=-cv/\ln R$. It is positive exactly when $R<1$, which means $nT\ln q<cv$. Equating the two expressions for $\ln R$ and dividing by $cv$ gives the offset.

For the lower bound, put $x=v/v_0$, with $0<x<1$. Then

$$\ln q=\ln(1+x)-\ln(1-x)=2x+\tfrac23x^3+\cdots>2x=\frac{2v}{v_0},$$

because all terms of the series are positive. For the upper bound, apply $y<\sinh y$ at $y=\ln q>0$:

$$\ln q<\frac{q-q^{-1}}2=\frac{(v_0+v)^2-(v_0-v)^2}{2(v_0-v)(v_0+v)}=\frac{2vv_0}{v_0^2-v^2}.$$

Multiplying both bounds by $n/(cv)$ gives the bounds on the offset. The lower one is positive, so $1/T>1/T_a$ and $T_a>T$. Finally,

$$T_a-T=TT_a\left(\frac1T-\frac1{T_a}\right)>T^2\,\frac{2n}{cv_0}.$$

Multiplying the offset identity by $cv\,TT_a$ and solving for $T$ gives the repair formula.

**Low-frequency limit.** The upper bound is the lower bound divided by $1-(v/v_0)^2$. As $v/v_0\to0$ at fixed $v_0$, the two merge and the offset tends to $2n/(cv_0)$, so no larger constant would serve for all $v$. Readings persist in this limit if $T<cv_0/(2n)$.

**A wrong exponent.** Suppose the analysis does include a frequency factor, but with exponent $m$ in place of $n$. The same logarithms show that a positive reading $T_b$, when one exists, satisfies $1/T-1/T_b=(n-m)\ln q/(cv)$. Using $m=4$ on photon counts, where $n=3$, therefore underestimates the temperature. The Lean file treats only the bare reading, $m=0$.

## The Lean file

```lean
import Mathlib

noncomputable section

namespace RamanThermometry

/-- Bose occupation of a vibration of frequency `v` at temperature `T`;
`c` converts frequency to temperature. -/
def occupation (c v T : ℝ) : ℝ := 1 / (Real.exp (c * v / T) - 1)

/-- Stokes intensity: prefactor `K` times the scattered frequency `v₀ - v` to the power `n`, times
occupation plus one. -/
def stokes (K n c v₀ v T : ℝ) : ℝ := K * (v₀ - v) ^ n * (occupation c v T + 1)

/-- Anti-Stokes intensity: prefactor `K` times the scattered frequency `v₀ + v` to the power `n`,
times occupation. -/
def antiStokes (K n c v₀ v T : ℝ) : ℝ := K * (v₀ + v) ^ n * occupation c v T

/-- The frequency factor times the Boltzmann factor. -/
def ramanRatio (n c v₀ v T : ℝ) : ℝ :=
  ((v₀ + v) / (v₀ - v)) ^ n * Real.exp (-(c * v / T))

/-- `Ta` is a positive temperature whose bare Boltzmann factor equals the ratio `R`. -/
def IsBoltzmannReading (c v R Ta : ℝ) : Prop :=
  0 < Ta ∧ R = Real.exp (-(c * v / Ta))

variable {K n c v₀ v T Ta R : ℝ}

/-- The anti-Stokes to Stokes intensity ratio is the frequency factor times the
Boltzmann factor. -/
theorem antiStokes_div_stokes (hK : K ≠ 0) (hc : 0 < c) (hv : 0 < v) (hv₀ : v < v₀)
    (hT : 0 < T) :
    antiStokes K n c v₀ v T / stokes K n c v₀ v T = ramanRatio n c v₀ v T := by
  have hm : 0 < v₀ - v := by linarith
  have hp : 0 < v₀ + v := by linarith
  have hE : 1 < Real.exp (c * v / T) := Real.one_lt_exp_iff.mpr (by positivity)
  -- the algebra, with the powers and the exponential as free quantities
  have key : ∀ P M E : ℝ, M ≠ 0 → E ≠ 0 → E - 1 ≠ 0 →
      K * P * (1 / (E - 1)) / (K * M * (1 / (E - 1) + 1)) = P / M * E⁻¹ := by
    intro P M E hM hE0 hE1
    have hocc : 1 / (E - 1) + 1 = E / (E - 1) := by
      rw [eq_div_iff hE1, add_mul, div_mul_cancel₀ _ hE1]
      ring
    rw [hocc]
    field_simp
  unfold antiStokes stokes ramanRatio occupation
  rw [Real.div_rpow hp.le hm.le, Real.exp_neg]
  exact key _ _ _ (Real.rpow_pos_of_pos hm n).ne' (Real.exp_ne_zero _) (sub_pos.mpr hE).ne'

/-- The logarithm of the ratio is the frequency term minus the Boltzmann exponent. -/
theorem log_ramanRatio (hv : 0 < v) (hv₀ : v < v₀) :
    Real.log (ramanRatio n c v₀ v T) =
      n * Real.log ((v₀ + v) / (v₀ - v)) - c * v / T := by
  have hq : 0 < (v₀ + v) / (v₀ - v) := div_pos (by linarith) (by linarith)
  unfold ramanRatio
  rw [Real.log_mul (Real.rpow_pos_of_pos hq n).ne' (Real.exp_ne_zero _),
    Real.log_rpow hq, Real.log_exp]
  ring

/-- A positive intensity ratio has exactly one Boltzmann reading if and only if it is
below one. -/
theorem existsUnique_reading_iff (hc : 0 < c) (hv : 0 < v) (hR : 0 < R) :
    (∃! Ta, IsBoltzmannReading c v R Ta) ↔ R < 1 := by
  have hcv : 0 < c * v := mul_pos hc hv
  constructor
  · rintro ⟨Ta, ⟨h1, h2⟩, _⟩
    have h3 : 0 < c * v / Ta := div_pos hcv h1
    rw [h2]
    exact Real.exp_lt_one_iff.mpr (by linarith)
  · intro hR1
    have hL : Real.log R < 0 := Real.log_neg hR hR1
    have hL0 : Real.log R ≠ 0 := hL.ne
    refine ⟨-(c * v) / Real.log R, ⟨div_pos_of_neg_of_neg (by linarith) hL, ?_⟩, ?_⟩
    · have h : -(c * v / (-(c * v) / Real.log R)) = Real.log R := by
        field_simp
      rw [h, Real.exp_log hR]
    · rintro Ta ⟨h1, h2⟩
      have h3 : Real.log R = -(c * v / Ta) := by rw [h2, Real.log_exp]
      rw [eq_div_iff hL0, h3]
      field_simp

/-- The ratio is below one exactly when the temperature is low enough for the Boltzmann
exponent to exceed the frequency term. -/
theorem ramanRatio_lt_one_iff (hv : 0 < v) (hv₀ : v < v₀) (hT : 0 < T) :
    ramanRatio n c v₀ v T < 1 ↔ n * Real.log ((v₀ + v) / (v₀ - v)) * T < c * v := by
  have hq : 0 < (v₀ + v) / (v₀ - v) := div_pos (by linarith) (by linarith)
  have hR : 0 < ramanRatio n c v₀ v T :=
    mul_pos (Real.rpow_pos_of_pos hq n) (Real.exp_pos _)
  rw [← Real.log_neg_iff hR, log_ramanRatio hv hv₀, sub_neg, lt_div_iff₀ hT]

/-- Lower and upper bounds for the logarithm of the ratio of the two scattered frequencies. -/
theorem log_frequency_bounds (hv : 0 < v) (hv₀ : v < v₀) :
    2 * v / v₀ < Real.log ((v₀ + v) / (v₀ - v)) ∧
      Real.log ((v₀ + v) / (v₀ - v)) < 2 * v * v₀ / ((v₀ - v) * (v₀ + v)) := by
  have h0 : 0 < v₀ := by linarith
  have hm : 0 < v₀ - v := by linarith
  have hp : 0 < v₀ + v := by linarith
  constructor
  · -- keep two terms of the odd power series in x = v / v₀
    obtain ⟨x, hx⟩ : ∃ x, x = v / v₀ := ⟨_, rfl⟩
    have hx0 : 0 < x := by rw [hx]; exact div_pos hv h0
    have hx1 : x < 1 := by rw [hx]; exact (div_lt_one h0).mpr hv₀
    have h1 : 1 + x = (v₀ + v) / v₀ := by rw [hx, add_div, div_self h0.ne']
    have h2 : 1 - x = (v₀ - v) / v₀ := by rw [hx, sub_div, div_self h0.ne']
    have hlog : Real.log (1 + x) - Real.log (1 - x) = Real.log ((v₀ + v) / (v₀ - v)) := by
      rw [h1, h2, Real.log_div hp.ne' h0.ne', Real.log_div hm.ne' h0.ne',
        Real.log_div hp.ne' hm.ne']
      ring
    have hs := Real.hasSum_log_sub_log_of_abs_lt_one (abs_lt.mpr ⟨by linarith, hx1⟩)
    have h : ∑ k ∈ Finset.range 2, (2 : ℝ) * (1 / (2 * (k : ℝ) + 1)) * x ^ (2 * k + 1) ≤
        Real.log (1 + x) - Real.log (1 - x) :=
      sum_le_hasSum (Finset.range 2) (fun k _ => by positivity) hs
    have hsum : ∑ k ∈ Finset.range 2, (2 : ℝ) * (1 / (2 * (k : ℝ) + 1)) * x ^ (2 * k + 1) =
        2 * x + 2 / 3 * x ^ 3 := by
      simp only [Finset.sum_range_succ, Finset.sum_range_zero]
      push_cast
      ring
    rw [hsum, hlog] at h
    have h3 : 0 < x ^ 3 := by positivity
    have h4 : 2 * v / v₀ = 2 * x := by rw [hx]; ring
    rw [h4]
    linarith
  · -- y < sinh y at y = log of the frequency ratio
    have hq : 1 < (v₀ + v) / (v₀ - v) := (one_lt_div hm).mpr (by linarith)
    have h := Real.self_lt_sinh_iff.mpr (Real.log_pos hq)
    rw [Real.sinh_eq, Real.exp_neg, Real.exp_log (div_pos hp hm)] at h
    have e : ((v₀ + v) / (v₀ - v) - ((v₀ + v) / (v₀ - v))⁻¹) / 2 =
        2 * v * v₀ / ((v₀ - v) * (v₀ + v)) := by
      have hm' := hm.ne'
      have hp' := hp.ne'
      field_simp
      ring
    rwa [e] at h

/-- Main theorem: the inverse temperature offset of the bare Boltzmann reading, its lower
and upper bounds, and the fact that the reading lies above the true temperature. -/
theorem boltzmann_reading_overestimates (hn : 0 < n) (hc : 0 < c) (hv : 0 < v)
    (hv₀ : v < v₀) (hT : 0 < T)
    (h : IsBoltzmannReading c v (ramanRatio n c v₀ v T) Ta) :
    1 / T - 1 / Ta = n * Real.log ((v₀ + v) / (v₀ - v)) / (c * v) ∧
      2 * n / (c * v₀) < 1 / T - 1 / Ta ∧
      1 / T - 1 / Ta < 2 * n * v₀ / (c * ((v₀ - v) * (v₀ + v))) ∧
      T < Ta := by
  obtain ⟨hTa, hR⟩ := h
  have h0 : 0 < v₀ := by linarith
  have hm : v₀ - v ≠ 0 := by linarith
  have hp : v₀ + v ≠ 0 := by linarith
  have hcv : 0 < c * v := mul_pos hc hv
  -- compare the logarithms of both expressions for the ratio
  have hlog := congrArg Real.log hR
  rw [log_ramanRatio hv hv₀, Real.log_exp] at hlog
  have hoff : 1 / T - 1 / Ta = n * Real.log ((v₀ + v) / (v₀ - v)) / (c * v) := by
    rw [eq_div_iff hcv.ne']
    linear_combination -hlog
  obtain ⟨hlo, hup⟩ := log_frequency_bounds hv hv₀
  have h1 : 2 * n / (c * v₀) < 1 / T - 1 / Ta := by
    have e : 2 * n / (c * v₀) = n * (2 * v / v₀) / (c * v) := by field_simp
    rw [hoff, e]
    exact div_lt_div_of_pos_right (mul_lt_mul_of_pos_left hlo hn) hcv
  refine ⟨hoff, h1, ?_, ?_⟩
  · have e : 2 * n * v₀ / (c * ((v₀ - v) * (v₀ + v))) =
        n * (2 * v * v₀ / ((v₀ - v) * (v₀ + v))) / (c * v) := by field_simp
    rw [hoff, e]
    exact div_lt_div_of_pos_right (mul_lt_mul_of_pos_left hup hn) hcv
  · have h2 : 0 < 2 * n / (c * v₀) := by positivity
    exact (one_div_lt_one_div hTa hT).mp (by linarith)

/-- The reading exceeds the true temperature by more than `2 n T² / (c v₀)`. -/
theorem reading_error_gt (hn : 0 < n) (hc : 0 < c) (hv : 0 < v) (hv₀ : v < v₀) (hT : 0 < T)
    (h : IsBoltzmannReading c v (ramanRatio n c v₀ v T) Ta) :
    2 * n * T ^ 2 / (c * v₀) < Ta - T := by
  obtain ⟨_, hlo, _, hlt⟩ := boltzmann_reading_overestimates hn hc hv hv₀ hT h
  have hTa : 0 < Ta := h.1
  have h0 : 0 < v₀ := by linarith
  calc 2 * n * T ^ 2 / (c * v₀) = T * T * (2 * n / (c * v₀)) := by ring
    _ < T * Ta * (1 / T - 1 / Ta) :=
        mul_lt_mul'' (mul_lt_mul_of_pos_left hlt hT) hlo (by positivity) (by positivity)
    _ = Ta - T := by field_simp

/-- The true temperature expressed through the bare Boltzmann reading. -/
theorem corrected_temperature (hn : 0 < n) (hc : 0 < c) (hv : 0 < v) (hv₀ : v < v₀)
    (hT : 0 < T) (h : IsBoltzmannReading c v (ramanRatio n c v₀ v T) Ta) :
    T = c * v * Ta / (c * v + n * Ta * Real.log ((v₀ + v) / (v₀ - v))) := by
  have hoff := (boltzmann_reading_overestimates hn hc hv hv₀ hT h).1
  have hTa : 0 < Ta := h.1
  have hcv : 0 < c * v := mul_pos hc hv
  have hL : 0 < Real.log ((v₀ + v) / (v₀ - v)) :=
    Real.log_pos ((one_lt_div (by linarith)).mpr (by linarith))
  have e : (1 / T - 1 / Ta) * (c * v) = n * Real.log ((v₀ + v) / (v₀ - v)) := by
    rw [hoff, div_mul_cancel₀ _ hcv.ne']
  have k : T * Ta * (1 / T - 1 / Ta) = Ta - T := by field_simp
  rw [eq_div_iff (by positivity)]
  linear_combination (c * v) * k - T * Ta * e

end RamanThermometry
```

```lean
#print axioms RamanThermometry.ramanRatio_lt_one_iff
#print axioms RamanThermometry.boltzmann_reading_overestimates
#print axioms RamanThermometry.reading_error_gt
#print axioms RamanThermometry.corrected_temperature
```

```
'RamanThermometry.ramanRatio_lt_one_iff' depends on axioms: [propext, Classical.choice, Quot.sound]
'RamanThermometry.boltzmann_reading_overestimates' depends on axioms: [propext, Classical.choice, Quot.sound]
'RamanThermometry.reading_error_gt' depends on axioms: [propext, Classical.choice, Quot.sound]
'RamanThermometry.corrected_temperature' depends on axioms: [propext, Classical.choice, Quot.sound]
```

## How the theorems map to the physics, and where they stop

All quantities are real numbers, and `n` is a real exponent. The definitions `stokes` and `antiStokes` are the two intensities above, and `ramanRatio` is the closed expression for $R$. `IsBoltzmannReading c v R Ta` says that `Ta` is positive and reproduces `R` through the bare Boltzmann factor.

The main theorem, `boltzmann_reading_overestimates`, takes positive `n`, `c`, `v` and `T`, with `v < v₀`, and a reading `Ta` of `ramanRatio`. It concludes the offset identity, both strict bounds and `T < Ta`. It assumes that the reading exists; `existsUnique_reading_iff` and `ramanRatio_lt_one_iff` together say when it does.

The proof follows the derivation:

- `antiStokes_div_stokes` connects the intensities to `ramanRatio`. Its inner statement `key` does the algebra with the powers and the exponential as free quantities, and `field_simp` clears the fractions.
- `log_ramanRatio` is the logarithm of the product. `existsUnique_reading_iff` supplies $-cv/\ln R$ as the reading and proves uniqueness by taking logarithms.
- `log_frequency_bounds` compares the odd series with its first two terms through `sum_le_hasSum`. That comparison is not strict, and the positive cubic term makes the final inequality strict. The upper bound comes from `Real.self_lt_sinh_iff`.
- In the main theorem, `congrArg Real.log` takes logarithms of the reading's defining equation, `linear_combination` rearranges them into the offset, and the logarithmic bounds are scaled by $n/(cv)$.
- `reading_error_gt` multiplies the lower bound by `T * Ta` and uses `T < Ta`. `corrected_temperature` solves the offset identity for `T`.

The intensity model is put in by definition and is not derived from light-scattering theory. The Bose occupation stands for a harmonic vibration in equilibrium at a single temperature. The shared `K` stands for equal incident intensity, scattering strength and detection efficiency on both lines. Resonance enhancement, reabsorption or an uncorrected detector response can make the prefactors differ, and the ratio then acquires a factor that these theorems do not contain. Overlapping hot bands of an anharmonic vibration also fall outside the model.

The theorems concern exact real numbers. They give no error estimate for noisy intensities or floating-point arithmetic, and they do not verify any implementation of the formulas.
